# The finite-level BCS energy with constant attraction has the same minimum as its one-variable gap functional

Q: Suppose I solve the gap equation by iteration. If no level energy is zero and I start from zero gap, the iteration stays at zero, even when a paired state has lower energy. So I minimise a function of the gap instead. But how do I know that the lowest point of that curve is the lowest mean-field energy of any BCS state, and not just a number produced by the linearisation?

A: For finitely many levels, one attraction constant \(g>0\) and the reduced BCS energy defined below, that is a theorem. Both minima are attained, and they are equal. The file starts with a finite type `ι` of levels.

```lean
import Mathlib

open Finset

namespace BCSGapDuality

noncomputable section

variable {ι : Type*} [Fintype ι]
```

Q: What is the energy, physically?

A: Level \(k\) has room for one pair of electrons, each with real energy \(x_k\) measured from a fixed chemical potential, and it has a real pairing angle \(t_k\). The constant \(g\) is the strength with which every pair of levels exchanges Cooper pairs. The energy is

\[
E(t)=\sum_k x_k(1-\cos t_k)-\frac g4\Big(\sum_k\sin t_k\Big)^2 .
\]

```lean
/-- The BCS energy of levels `x k` with pairing strength `g`, as a function of the
pairing angles `t k`. -/
def bcsEnergy (x : ι → ℝ) (g : ℝ) (t : ι → ℝ) : ℝ :=
  (∑ k, x k * (1 - Real.cos (t k))) - g / 4 * (∑ k, Real.sin (t k)) ^ 2
```

The competing function of one real gap \(D\) is

\[
G(D)=\frac{D^2}{g}+\sum_k\Big(x_k-\sqrt{x_k^2+D^2}\Big).
\]

```lean
/-- The gap functional `D² / g + ∑ (x - √(x² + D²))`, a function of one real trial gap `D`. -/
def gapFunctional (x : ι → ℝ) (g D : ℝ) : ℝ :=
  D ^ 2 / g + ∑ k, (x k - √(x k ^ 2 + D ^ 2))
```

Q: A state should determine its own gap. Where is that?

A: It is a separate definition, \(\Delta(t)=\frac g2\sum_k\sin t_k\), so a trial \(D\) and the gap of a state are not identified in advance.

```lean
/-- The gap produced by a state with pairing angles `t`. -/
def gap (g : ℝ) (t : ι → ℝ) : ℝ := g / 2 * ∑ k, Real.sin (t k)
```

The two are linked by an energy whose pairing term is linear in the sines:

\[
J(t,D)=\frac{D^2}{g}+\sum_k\big(x_k(1-\cos t_k)-D\sin t_k\big).
\]

```lean
/-- The energy with the pairing term linearised around a trial gap `D`. -/
def jointEnergy (x : ι → ℝ) (g : ℝ) (t : ι → ℝ) (D : ℝ) : ℝ :=
  D ^ 2 / g + ∑ k, (x k * (1 - Real.cos (t k)) - D * Real.sin (t k))
```

Q: And the usual occupation formula, with its division by the quasiparticle energy?

A: It becomes alignment: \(\sqrt{x_k^2+D^2}\,(\cos t_k,\sin t_k)=(x_k,D)\). Nothing is divided, so \(x_k=D=0\) is allowed, and every angle is then aligned.

```lean
/-- Each angle `t k` is a polar angle of the vector `(x k, D)`. -/
def Aligned (x : ι → ℝ) (D : ℝ) (t : ι → ℝ) : Prop :=
  ∀ k, √(x k ^ 2 + D ^ 2) * Real.cos (t k) = x k ∧
    √(x k ^ 2 + D ^ 2) * Real.sin (t k) = D
```

Q: I know BCS theory through \(u_k\) and \(v_k\), not angles.

A: Put \(u_k=\cos(t_k/2)\) and \(v_k=\sin(t_k/2)\), so that \(u_k^2+v_k^2=1\). Then \(1-\cos t_k=2v_k^2\) and \(\sin t_k=2u_kv_k\), which gives

\[
E=\sum_k 2x_kv_k^2-g\Big(\sum_k u_kv_k\Big)^2 .
\]

The next theorem is this identity. Its proof applies the double-angle formulas to each level and then sums.

```lean
/-- In terms of the amplitudes `u = cos (t/2)` and `v = sin (t/2)`, the BCS energy is
`∑ 2 x v² - g (∑ u v)²`. -/
theorem bcsEnergy_eq_amplitudes (x : ι → ℝ) (g : ℝ) (t : ι → ℝ) :
    bcsEnergy x g t = (∑ k, 2 * x k * Real.sin (t k / 2) ^ 2)
      - g * (∑ k, Real.cos (t k / 2) * Real.sin (t k / 2)) ^ 2 := by
  have hs : ∀ k, Real.sin (t k) = 2 * (Real.cos (t k / 2) * Real.sin (t k / 2)) := by
    intro k
    have h := Real.sin_two_mul (t k / 2)
    rw [show 2 * (t k / 2) = t k by ring] at h
    linarith
  have hc : ∀ k, x k * (1 - Real.cos (t k)) = 2 * x k * Real.sin (t k / 2) ^ 2 := by
    intro k
    have h := Real.cos_two_mul (t k / 2)
    rw [show 2 * (t k / 2) = t k by ring] at h
    linear_combination (-x k) * h - 2 * x k * Real.sin_sq_add_cos_sq (t k / 2)
  unfold bcsEnergy
  rw [Finset.sum_congr rfl (fun k _ => hc k), Finset.sum_congr rfl (fun k _ => hs k),
    ← Finset.mul_sum]
  ring
```

Q: So is this the full expectation value of the pairing Hamiltonian?

A: No. It is the customary reduced form, without the diagonal term \(-g\sum_k v_k^4\). The amplitudes are real, the temperature is zero, and particle number is not constrained. The result concerns this mean-field energy, not the exact ground state.

Q: How does the linearised energy control the true one?

A: By completing the square. With \(S=\sum_k\sin t_k\),

\[
\frac{(D-\frac g2S)^2}{g}=\frac{D^2}{g}-DS+\frac g4S^2,
\]

and therefore \(J(t,D)=E(t)+(D-\Delta(t))^2/g\). In Lean the two sums are replaced by single letters, after which `field_simp` and `ring` do the algebra.

```lean
/-- The linearised energy exceeds the BCS energy by the squared mismatch between the
trial gap and the gap of the state, divided by `g`. -/
theorem jointEnergy_eq (x : ι → ℝ) {g : ℝ} (hg : 0 < g) (t : ι → ℝ) (D : ℝ) :
    jointEnergy x g t D = bcsEnergy x g t + (D - gap g t) ^ 2 / g := by
  have h : ∑ k, (x k * (1 - Real.cos (t k)) - D * Real.sin (t k))
      = (∑ k, x k * (1 - Real.cos (t k))) - D * ∑ k, Real.sin (t k) := by
    rw [Finset.sum_sub_distrib, Finset.mul_sum]
  unfold jointEnergy bcsEnergy gap
  rw [h]
  generalize (∑ k, Real.sin (t k)) = S
  generalize (∑ k, x k * (1 - Real.cos (t k))) = A
  have hg' : g ≠ 0 := hg.ne'
  field_simp
  ring
```

Next, minimise over one angle \(\theta\), with level energy \(a\). Since

\[
(a\cos\theta+D\sin\theta)^2=a^2+D^2-(a\sin\theta-D\cos\theta)^2,
\]

the left-hand bracket is at most \(\sqrt{a^2+D^2}\). This is Cauchy–Schwarz in two dimensions.

```lean
/-- For every angle `θ`, the combination `a cos θ + D sin θ` is at most `√(a² + D²)`. -/
theorem level_bound (a D θ : ℝ) :
    a * Real.cos θ + D * Real.sin θ ≤ √(a ^ 2 + D ^ 2) := by
  refine le_trans (le_abs_self _) (Real.abs_le_sqrt ?_)
  have h : (a * Real.cos θ + D * Real.sin θ) ^ 2
      = a ^ 2 + D ^ 2 - (a * Real.sin θ - D * Real.cos θ) ^ 2 := by
    linear_combination (a ^ 2 + D ^ 2) * Real.sin_sq_add_cos_sq θ
  linarith [sq_nonneg (a * Real.sin θ - D * Real.cos θ)]
```

Summing over levels gives \(G(D)\le J(t,D)\). At \(D=\Delta(t)\) the square vanishes, so \(G(\Delta(t))\le E(t)\).

```lean
/-- The gap functional at the gap of a state is at most the BCS energy of that state. -/
theorem gapFunctional_gap_le (x : ι → ℝ) {g : ℝ} (hg : 0 < g) (t : ι → ℝ) :
    gapFunctional x g (gap g t) ≤ bcsEnergy x g t := by
  have hJ := jointEnergy_eq x hg t (gap g t)
  rw [sub_self, zero_pow two_ne_zero, zero_div, add_zero] at hJ
  rw [← hJ]
  unfold gapFunctional jointEnergy
  have h := Finset.sum_le_sum (s := Finset.univ)
    (f := fun k => x k - √(x k ^ 2 + gap g t ^ 2))
    (g := fun k => x k * (1 - Real.cos (t k)) - gap g t * Real.sin (t k))
    (fun k _ => by linarith [level_bound (x k) (gap g t) (t k)])
  linarith
```

Q: An inequality doesn't give me a minimiser. The gap ranges over the whole real line.

A: Let \(N\) be the number of levels. From \(\sqrt{x_k^2+D^2}\le|x_k|+|D|\) we get

\[
G(0)\le\sum_k\Big(x_k-\sqrt{x_k^2+D^2}\Big)+N|D| .
\]

If \(|D|>gN\), then \(N|D|\le D^2/g\), and so \(G(0)\le G(D)\). Only the interval \([-gN,gN]\) needs searching.

```lean
/-- The gap functional attains its minimum over all real gaps. -/
theorem gapFunctional_attains_min (x : ι → ℝ) {g : ℝ} (hg : 0 < g) :
    ∃ D₀, ∀ D, gapFunctional x g D₀ ≤ gapFunctional x g D := by
  have hc : Continuous (gapFunctional x g) := by
    show Continuous (fun D : ℝ => D ^ 2 / g + ∑ k, (x k - √(x k ^ 2 + D ^ 2)))
    fun_prop
  have hR : 0 ≤ g * (Fintype.card ι : ℝ) := by positivity
  have h0 : (0 : ℝ) ∈ Set.Icc (-(g * (Fintype.card ι : ℝ))) (g * (Fintype.card ι : ℝ)) :=
    ⟨by linarith, hR⟩
  obtain ⟨D₀, -, hmin⟩ := isCompact_Icc.exists_isMinOn ⟨0, h0⟩ hc.continuousOn
  refine ⟨D₀, fun D => ?_⟩
  rcases le_or_gt |D| (g * (Fintype.card ι : ℝ)) with h | h
  · exact isMinOn_iff.mp hmin D (abs_le.mp h)
  -- outside the interval the quadratic cost outweighs the pairing gain
  refine le_trans (isMinOn_iff.mp hmin 0 h0) ?_
  have hk : ∀ k, √(x k ^ 2 + D ^ 2) ≤ √(x k ^ 2 + 0 ^ 2) + |D| := by
    intro k
    have hq := Real.sqrt_nonneg (x k ^ 2 + 0 ^ 2)
    have hq2 := Real.sq_sqrt (show 0 ≤ x k ^ 2 + (0 : ℝ) ^ 2 by positivity)
    refine Real.sqrt_le_iff.mpr ⟨by positivity, ?_⟩
    nlinarith [mul_nonneg hq (abs_nonneg D), sq_abs D]
  have hs : ∑ k, (x k - √(x k ^ 2 + 0 ^ 2))
      ≤ ∑ k, (x k - √(x k ^ 2 + D ^ 2)) + (Fintype.card ι : ℝ) * |D| := by
    calc ∑ k, (x k - √(x k ^ 2 + 0 ^ 2))
        ≤ ∑ k, ((x k - √(x k ^ 2 + D ^ 2)) + |D|) :=
          Finset.sum_le_sum fun k _ => by linarith [hk k]
      _ = _ := by
          rw [Finset.sum_add_distrib, Finset.sum_const, Finset.card_univ, nsmul_eq_mul]
  have hquad : (Fintype.card ι : ℝ) * |D| ≤ D ^ 2 / g := by
    rw [le_div_iff₀ hg]
    nlinarith [mul_le_mul_of_nonneg_right h.le (abs_nonneg D), sq_abs D]
  have hz : (0 : ℝ) ^ 2 / g = 0 := by simp
  unfold gapFunctional
  refine (add_le_add hz.le hs).trans ?_
  rw [zero_add]
  exact (add_le_add le_rfl hquad).trans_eq (add_comm _ _)
```

Q: Which step actually produces the minimiser?

A: The Mathlib lemma `IsCompact.exists_isMinOn`, called here as `isCompact_Icc.exists_isMinOn`. It asks for a point of the interval, supplied by zero, and for continuity. It returns `D₀` together with a statement `IsMinOn`, which compares `D₀` only with points inside the interval. The proof therefore uses it twice: directly when \(D\) lies inside, and at zero when \(D\) lies outside, followed by the estimate above. With no levels the interval is the single point zero, and the argument still works.

Q: Now I have a best gap \(D\). Why should a state have that energy?

A: Take \(t\) aligned with \(D\). Every level bound is then an equality, so \(J(t,D)=G(D)\), and

\[
G(D)\le G(\Delta(t))\le E(t)\le E(t)+\frac{(D-\Delta(t))^2}{g}=G(D).
\]

All the terms are equal. Hence \(E(t)=G(D)\) and \(\Delta(t)=D\), which is self-consistency. For any other state \(s\), \(G(D)\le G(\Delta(s))\le E(s)\), so \(t\) is a global minimiser.

```lean
/-- If `D` minimises the gap functional, then angles aligned with `D` minimise the BCS
energy, reproduce `D` as their own gap, and have energy equal to the functional at `D`. -/
theorem state_of_minimal_gap (x : ι → ℝ) {g : ℝ} (hg : 0 < g) {D : ℝ} {t : ι → ℝ}
    (hD : ∀ D', gapFunctional x g D ≤ gapFunctional x g D') (ht : Aligned x D t) :
    (∀ s, bcsEnergy x g t ≤ bcsEnergy x g s) ∧ gap g t = D ∧
      bcsEnergy x g t = gapFunctional x g D := by
  have key : ∀ s, gapFunctional x g D ≤ bcsEnergy x g s := fun s =>
    (hD _).trans (gapFunctional_gap_le x hg s)
  -- aligned angles saturate the bound for every level
  have hJ : jointEnergy x g t D = gapFunctional x g D := by
    unfold jointEnergy gapFunctional
    congr 1
    refine Finset.sum_congr rfl fun k _ => ?_
    obtain ⟨h1, h2⟩ := ht k
    linear_combination Real.cos (t k) * h1 + Real.sin (t k) * h2
      - √(x k ^ 2 + D ^ 2) * Real.sin_sq_add_cos_sq (t k)
  have hE := jointEnergy_eq x hg t D
  have hnn : 0 ≤ (D - gap g t) ^ 2 / g := by positivity
  have hz : (D - gap g t) ^ 2 / g = 0 := by linarith [key t]
  have hEq : bcsEnergy x g t = gapFunctional x g D := by linarith
  refine ⟨fun s => hEq.le.trans (key s), ?_, hEq⟩
  have h2 : (D - gap g t) ^ 2 = 0 := (div_eq_zero_iff.mp hz).resolve_right hg.ne'
  have h3 : D - gap g t = 0 := (pow_eq_zero_iff two_ne_zero).mp h2
  linarith
```

Q: Provided aligned angles exist.

A: They do: take \(t_k\) to be the polar angle of \((x_k,D)\). Lean uses `Complex.arg` of the complex number \(x_k+iD\).

```lean
omit [Fintype ι] in
/-- Aligned pairing angles exist for every gap. -/
theorem exists_aligned (x : ι → ℝ) (D : ℝ) : ∃ t, Aligned x D t := by
  refine ⟨fun k => Complex.arg ⟨x k, D⟩, fun k => ?_⟩
  have h : ‖(⟨x k, D⟩ : ℂ)‖ ^ 2 = x k ^ 2 + D ^ 2 := by
    rw [Complex.sq_norm, Complex.normSq_mk]
    ring
  rw [← h, Real.sqrt_sq (norm_nonneg _)]
  exact ⟨Complex.norm_mul_cos_arg _, Complex.norm_mul_sin_arg _⟩
```

Q: Then read me the main statement.

A: For all real `x` and every `g` with `0 < g`, there are angles `t₀` and a gap `D₀` such that `t₀` minimises the energy over all angles, `D₀` minimises the functional over all real gaps, and the two values agree. The proof combines the last three results. For simulation, this replaces a search over \(N\) angles by a search over one variable, within this finite, constant-coupling mean-field model.

```lean
/-- The BCS energy over all pairing angles and the gap functional over all real gaps
both attain their minima, and the two minimal values are equal. -/
theorem bcs_minimum_eq_gap_minimum (x : ι → ℝ) {g : ℝ} (hg : 0 < g) :
    ∃ (t₀ : ι → ℝ) (D₀ : ℝ), (∀ t, bcsEnergy x g t₀ ≤ bcsEnergy x g t) ∧
      (∀ D, gapFunctional x g D₀ ≤ gapFunctional x g D) ∧
      bcsEnergy x g t₀ = gapFunctional x g D₀ := by
  obtain ⟨D₀, hD⟩ := gapFunctional_attains_min x hg
  obtain ⟨t₀, ht⟩ := exists_aligned x D₀
  obtain ⟨h1, -, h3⟩ := state_of_minimal_gap x hg hD ht
  exact ⟨t₀, D₀, h1, hD, h3⟩
```

Q: Could there be a minimising state that the gap search misses?

A: Its gap is always among the minimisers of \(G\), though the minimiser need not be unique: \(G\) is even, so a nonzero one comes with its negative. If \(t\) minimises \(E\) and \(t_0,D_0\) are as above, then

\[
G(\Delta(t))\le E(t)\le E(t_0)=G(D_0)\le G(\Delta(t)).
\]

Equality holds throughout, so \(\Delta(t)\) minimises \(G\). The summed level bound is also an equality, and `Finset.sum_eq_sum_iff_of_le` turns that into equality for each level. Write \(D=\Delta(t)\) and \(r_k=\sqrt{x_k^2+D^2}\). Then \(x_k\cos t_k+D\sin t_k=r_k\), and

\[
(r_k\cos t_k-x_k)^2+(r_k\sin t_k-D)^2=r_k^2-2r_k^2+r_k^2=0 .
\]

Both squares vanish, which is alignment.

```lean
/-- If a state minimises the BCS energy, then its gap minimises the gap functional and
its angles are aligned with that gap. -/
theorem minimal_gap_of_state (x : ι → ℝ) {g : ℝ} (hg : 0 < g) {t : ι → ℝ}
    (ht : ∀ s, bcsEnergy x g t ≤ bcsEnergy x g s) :
    (∀ D, gapFunctional x g (gap g t) ≤ gapFunctional x g D) ∧ Aligned x (gap g t) t := by
  obtain ⟨t₀, D₀, -, hD, hEq⟩ := bcs_minimum_eq_gap_minimum x hg
  have h1 := gapFunctional_gap_le x hg t
  have h2 := ht t₀
  refine ⟨fun D => by linarith [hD D], ?_⟩
  have hJ := jointEnergy_eq x hg t (gap g t)
  rw [sub_self, zero_pow two_ne_zero, zero_div, add_zero] at hJ
  have hG : gapFunctional x g (gap g t) = jointEnergy x g t (gap g t) := by
    linarith [hD (gap g t)]
  unfold gapFunctional jointEnergy at hG
  generalize gap g t = D at hG ⊢
  -- equality of the sums forces equality level by level
  have hk := (Finset.sum_eq_sum_iff_of_le (fun k _ => by
    linarith [level_bound (x k) D (t k)])).mp (add_left_cancel hG)
  intro k
  have he := hk k (Finset.mem_univ k)
  have hr := Real.sq_sqrt (show 0 ≤ x k ^ 2 + D ^ 2 by positivity)
  generalize √(x k ^ 2 + D ^ 2) = r at he hr ⊢
  have hsum : (r * Real.cos (t k) - x k) ^ 2 + (r * Real.sin (t k) - D) ^ 2 = 0 := by
    linear_combination r ^ 2 * Real.sin_sq_add_cos_sq (t k) - 2 * r * he - hr
  have p1 := sq_nonneg (r * Real.cos (t k) - x k)
  have p2 := sq_nonneg (r * Real.sin (t k) - D)
  have q1 : (r * Real.cos (t k) - x k) ^ 2 = 0 := le_antisymm (by linarith) p1
  have q2 : (r * Real.sin (t k) - D) ^ 2 = 0 := le_antisymm (by linarith) p2
  exact ⟨sub_eq_zero.mp ((pow_eq_zero_iff two_ne_zero).mp q1),
    sub_eq_zero.mp ((pow_eq_zero_iff two_ne_zero).mp q2)⟩

end

end BCSGapDuality
```

```lean
#print axioms BCSGapDuality.bcsEnergy_eq_amplitudes
-- 'BCSGapDuality.bcsEnergy_eq_amplitudes' depends on axioms: [propext, Classical.choice, Quot.sound]
#print axioms BCSGapDuality.bcs_minimum_eq_gap_minimum
-- 'BCSGapDuality.bcs_minimum_eq_gap_minimum' depends on axioms: [propext, Classical.choice, Quot.sound]
#print axioms BCSGapDuality.minimal_gap_of_state
-- 'BCSGapDuality.minimal_gap_of_state' depends on axioms: [propext, Classical.choice, Quot.sound]
```
